# Sound waves, free particles and the critical velocity in the Bogoliubov dispersion

## Definitions and conventions

Consider a uniform, weakly interacting Bose gas at zero temperature, made of particles of mass $m>0$ with a repulsive contact interaction. Bogoliubov theory assigns to an excitation of wave number $k$ the energy

$$
E(k)=\sqrt{\varepsilon(k)\,\bigl(\varepsilon(k)+2g\bigr)},\qquad \varepsilon(k)=\frac{k^2}{2m}.
$$

Units are chosen with $\hbar=1$, so that $k$ is also the momentum. The letter $g$ stands for an energy: the coupling constant multiplied by the density. Many textbooks use $g$ for the coupling constant alone and write $gn$ for the present $g$. Physically it is the mean-field interaction energy that sets the chemical potential of the condensate.

The speed of sound is $c=\sqrt{g/m}$, and the ratio $E(k)/k$ is the phase velocity of the excitation.

The question is what kind of excitation this formula describes at long and at short wavelengths. For $m>0$ and $g>0$ the answer is

$$
\frac{E(k)}{k}\to c>0\quad(k\downarrow 0),\qquad E(k)-\varepsilon(k)\to g\quad(k\to\infty).
$$

Long waves are sound. Short waves are free particles whose energy is raised by the constant $g$. For $m=1$ the first limit is $\sqrt g$ and the second reads $E(k)-k^2/2\to g$.

The greatest lower bound of $E(k)/k$ over $k>0$ is also $c$. This is Landau's critical velocity: a heavy obstacle moving through the gas at speed $v$ can create an excitation of momentum $k$ only if $v\ge E(k)/k$.

## Both limits from the squared energy

**Long wavelengths.** Expand the square of the energy and insert $\varepsilon=k^2/(2m)$ in the mixed term:

$$
E^2=\varepsilon^2+2g\varepsilon=\varepsilon^2+\frac{g}{m}k^2=(ck)^2+\varepsilon^2 .
$$

For $k>0$ we may divide by $k^2$. Since $\varepsilon/k=k/(2m)$ and $E/k\ge 0$,

$$
\frac{E(k)}{k}=\sqrt{c^2+\Bigl(\frac{k}{2m}\Bigr)^2}.
$$

The right-hand side is continuous in $k$, and at $k=0$ it equals $\sqrt{c^2}=c$. This gives the first limit.

**Critical velocity.** For $k>0$ the second term under the root is positive, so $E(k)/k>c$. Hence $c$ is a lower bound. If $b$ is any other lower bound, then $b\le E(k)/k$ for every $k>0$, and letting $k\downarrow0$ gives $b\le c$. So $c$ is the greatest lower bound, and no excitation with $k>0$ attains it.

**Short wavelengths.** Complete the square instead:

$$
E^2=(\varepsilon+g)^2-g^2 .
$$

Both $E$ and $\varepsilon+g$ are non-negative, so $E\le\varepsilon+g$. Let $\delta=\varepsilon+g-E\ge0$ be the shortfall. Factoring the difference of squares gives

$$
\delta\,(\varepsilon+g+E)=(\varepsilon+g)^2-E^2=g^2 .
$$

Because $\delta(g+E)\ge0$, it follows that $\delta\varepsilon\le g^2$. For $k>0$ we divide by $\varepsilon>0$ and obtain

$$
g-\frac{g^2}{\varepsilon(k)}\le E(k)-\varepsilon(k)\le g .
$$

As $k\to\infty$, $\varepsilon(k)\to\infty$, and both bounds tend to $g$.

**The sign of the interaction.** Suppose that $g>0$ is weakened to $g\ge0$, and take $g=0$, $m=1$. Then $E(k)=k^2/2$ and $E(k)/k=k/2\to0$. Both limits still hold, but the speed of sound is zero, so the claim $c>0$ fails. If no sign condition is imposed at all, the formula itself can break down: for $m=1$, $g=-1$, $k=1$ the expression under the root is $\tfrac12(\tfrac12-2)=-\tfrac34$, and there is no real excitation energy. In an attractive gas this signals an instability of the uniform condensate.

## The dispersion as a real function

The formal development works with real numbers throughout.

In Lean 4 with Mathlib:

```lean
import Mathlib

open Filter Topology

namespace BogoliubovDispersion

noncomputable section
```

The kinetic energy takes the mass and the wave number as arguments. Here $k$ is a single real variable. For a wave vector in space it is to be read as the magnitude, which suffices because the dispersion is isotropic.

```lean
/-- Kinetic energy `k² / (2m)` of a free particle of mass `m ≠ 0` and wave number `k`,
in units with `ħ = 1`. -/
def kinetic (m k : ℝ) : ℝ := k ^ 2 / (2 * m)
```

The excitation energy `dispersion m g k` is the Bogoliubov formula, taken as a definition. The step from the gas to this formula, in which the condensate mode is replaced by a number, terms beyond second order in the other modes are dropped, and the resulting quadratic Hamiltonian is diagonalised, is therefore an input. The theorems concern the resulting function of $k$.

```lean
/-- Bogoliubov excitation energy `√(ε (ε + 2g))`, where `ε` is the kinetic energy and `g` the
interaction energy (coupling times density), for `m > 0` and `g ≥ 0`. -/
def dispersion (m g k : ℝ) : ℝ := √(kinetic m k * (kinetic m k + 2 * g))
```

The speed of sound is likewise defined by its formula, `√(g / m)`. That it is the slope of the dispersion at long wavelengths is then something to prove.

```lean
/-- The speed of sound `√(g / m)` of the condensate, for `m > 0` and `g ≥ 0`. -/
def soundSpeed (m g : ℝ) : ℝ := √(g / m)
```

The definitions accept any real arguments, and the sign conditions appear as hypotheses of the theorems: `hm` says $m>0$, `hg` says $g\ge0$ or $g>0$, and `hk` says $k>0$.

## The squared energy and the phase velocity

The first theorem is the identity $E^2=(ck)^2+\varepsilon^2$, valid for every real $k$.

```lean
variable {m g k : ℝ}

/-- For `m > 0` and `g ≥ 0` the squared excitation energy is the sum of the squared phonon energy
`c k` and the squared kinetic energy. -/
theorem dispersion_sq (hm : 0 < m) (hg : 0 ≤ g) (k : ℝ) :
    dispersion m g k ^ 2 = (soundSpeed m g * k) ^ 2 + kinetic m k ^ 2 := by
  have hε : 0 ≤ kinetic m k := by unfold kinetic; positivity
  have hE : dispersion m g k ^ 2 = kinetic m k * (kinetic m k + 2 * g) :=
    Real.sq_sqrt (by positivity)
  have hc : soundSpeed m g ^ 2 = g / m := Real.sq_sqrt (by positivity)
  rw [hE, mul_pow, hc]
  unfold kinetic
  ring
```

The two uses of `Real.sq_sqrt` remove the square roots in $E^2$ and $c^2$. Each requires a non-negative radicand, and this is where $m>0$ and $g\ge0$ enter. What remains is the expansion done above, which `ring` completes.

Dividing by $k^2$ gives the closed form of the phase velocity.

```lean
/-- For `m > 0`, `g ≥ 0` and `k > 0` the phase velocity of an excitation is
`√(c² + (k / 2m)²)`, with `c` the speed of sound. -/
theorem phase_velocity (hm : 0 < m) (hg : 0 ≤ g) (hk : 0 < k) :
    dispersion m g k / k = √(soundSpeed m g ^ 2 + (k / (2 * m)) ^ 2) := by
  have hE : 0 ≤ dispersion m g k := Real.sqrt_nonneg _
  have h : soundSpeed m g ^ 2 + (k / (2 * m)) ^ 2 = (dispersion m g k / k) ^ 2 := by
    rw [div_pow (dispersion m g k) k, eq_div_iff (pow_ne_zero 2 hk.ne'), dispersion_sq hm hg]
    unfold kinetic
    ring
  rw [h, Real.sqrt_sq (div_nonneg hE hk.le)]
```

The auxiliary statement `h` says that the expression under the root is the square of $E/k$. Its proof clears the denominator $k^2$ and applies the previous theorem. Taking the root of a square returns $E/k$ itself because $E/k$ is non-negative.

## The phonon limit

In the next statement, `𝓝[>] 0` denotes the neighbourhood of zero restricted to positive numbers, so `Tendsto ... (𝓝[>] 0) (𝓝 (soundSpeed m g))` is the one-sided limit $k\downarrow0$. The value at $k=0$, where the quotient has no physical meaning, plays no part.

```lean
/-- For `m > 0` and `g ≥ 0` the phase velocity tends to the speed of sound as the wave number
decreases to zero. -/
theorem phonon_limit (hm : 0 < m) (hg : 0 ≤ g) :
    Tendsto (fun k => dispersion m g k / k) (𝓝[>] 0) (𝓝 (soundSpeed m g)) := by
  have hcont : Continuous fun k : ℝ => √(soundSpeed m g ^ 2 + (k / (2 * m)) ^ 2) := by
    fun_prop
  have h : Tendsto (fun k : ℝ => √(soundSpeed m g ^ 2 + (k / (2 * m)) ^ 2)) (𝓝[>] 0)
      (𝓝 (√(soundSpeed m g ^ 2 + (0 / (2 * m)) ^ 2))) :=
    (hcont.tendsto 0).mono_left nhdsWithin_le_nhds
  have h0 : √(soundSpeed m g ^ 2 + (0 / (2 * m)) ^ 2) = soundSpeed m g := by
    rw [zero_div, zero_pow two_ne_zero, add_zero]
    exact Real.sqrt_sq (Real.sqrt_nonneg _)
  rw [h0] at h
  -- the continuous expression agrees with the phase velocity at every positive wave number
  refine h.congr' ?_
  filter_upwards [self_mem_nhdsWithin] with k hk
  exact (phase_velocity hm hg hk).symm
```

The proof follows the continuity argument. The function $\sqrt{c^2+(k/2m)^2}$ is continuous everywhere (`hcont`), its limit at zero is its value there (`h`), and that value is $c$ (`h0`). The last lines transfer the limit to $E(k)/k$, which agrees with this function at each positive $k$.

## Bounds at large momentum

The next theorem contains the two inequalities $E\le\varepsilon+g$ and $(\varepsilon+g-E)\,\varepsilon\le g^2$. The second is written as a product, so it also makes sense at $k=0$, where $\varepsilon$ vanishes.

```lean
/-- For `m > 0` and `g ≥ 0` the excitation energy never exceeds the kinetic energy plus `g`, and
its shortfall from that value, multiplied by the kinetic energy, is at most `g²`. -/
theorem mean_field_bounds (hm : 0 < m) (hg : 0 ≤ g) (k : ℝ) :
    dispersion m g k ≤ kinetic m k + g ∧
      (kinetic m k + g - dispersion m g k) * kinetic m k ≤ g ^ 2 := by
  have hε : 0 ≤ kinetic m k := by unfold kinetic; positivity
  have hE : 0 ≤ dispersion m g k := Real.sqrt_nonneg _
  have hE2 : dispersion m g k ^ 2 = kinetic m k * (kinetic m k + 2 * g) :=
    Real.sq_sqrt (by positivity)
  have hle : dispersion m g k ≤ kinetic m k + g :=
    Real.sqrt_le_iff.mpr ⟨by positivity, by nlinarith [sq_nonneg g]⟩
  refine ⟨hle, ?_⟩
  -- the shortfall times (ε + g + E) is exactly g²
  nlinarith [mul_nonneg (sub_nonneg.mpr hle) (add_nonneg hg hE)]
```

For the first inequality, `Real.sqrt_le_iff` reduces the comparison of $E$ with $\varepsilon+g$ to a comparison of squares, whose difference is $g^2\ge0$. For the second, `nlinarith` is given the fact $\delta(g+E)\ge0$. Together with the formula for $E^2$ this yields $\delta\varepsilon\le g^2$, as in the calculation by hand.

The large-momentum limit is now a squeeze. The symbol `atTop` stands for $k\to\infty$.

```lean
/-- For `m > 0` and `g ≥ 0` the excitation energy minus the kinetic energy tends to the
interaction energy `g` as the wave number tends to infinity. -/
theorem free_particle_limit (hm : 0 < m) (hg : 0 ≤ g) :
    Tendsto (fun k => dispersion m g k - kinetic m k) atTop (𝓝 g) := by
  have hε : Tendsto (fun k => kinetic m k) atTop atTop :=
    (tendsto_pow_atTop two_ne_zero).atTop_div_const (by positivity)
  have hlow : Tendsto (fun k => g - g ^ 2 / kinetic m k) atTop (𝓝 (g - 0)) :=
    tendsto_const_nhds.sub (tendsto_const_nhds.div_atTop hε)
  rw [sub_zero] at hlow
  -- squeeze between g - g²/ε and g
  refine tendsto_of_tendsto_of_tendsto_of_le_of_le' hlow tendsto_const_nhds ?_ ?_
  · filter_upwards [eventually_gt_atTop 0] with k hk
    have hpos : 0 < kinetic m k := by unfold kinetic; positivity
    have h : kinetic m k + g - dispersion m g k ≤ g ^ 2 / kinetic m k :=
      (le_div_iff₀ hpos).mpr (mean_field_bounds hm hg k).2
    linarith
  · filter_upwards with k
    linarith [(mean_field_bounds hm hg k).1]
```

First, `hε` records that the kinetic energy grows without bound, and `hlow` that $g-g^2/\varepsilon$ therefore tends to $g$. The lower bound is needed only for large $k$, so the proof restricts to $k>0$, where division by $\varepsilon$ is allowed. The upper bound holds for every $k$ and comes directly from the first inequality.

## The combined theorem

The main statement has three parts for any $m>0$ and $g>0$: the speed of sound is strictly positive, the phase velocity tends to it as $k$ decreases to zero, and the excitation energy minus the kinetic energy tends to $g$ as $k$ grows without bound.

```lean
/-- For `m > 0` and `g > 0` the speed of sound `c` is positive, the Bogoliubov energy satisfies
`E(k) / k → c` as `k` decreases to zero, and `E(k) - k² / (2m) → g` as `k` tends to infinity. -/
theorem bogoliubov_limits (hm : 0 < m) (hg : 0 < g) :
    0 < soundSpeed m g ∧
      Tendsto (fun k => dispersion m g k / k) (𝓝[>] 0) (𝓝 (soundSpeed m g)) ∧
      Tendsto (fun k => dispersion m g k - kinetic m k) atTop (𝓝 g) :=
  ⟨Real.sqrt_pos.mpr (div_pos hg hm), phonon_limit hm hg.le, free_particle_limit hm hg.le⟩
```

The two limits are the theorems already proved, which need only $g\ge0$. Strict positivity of $g$ is used for the first part, since $g/m>0$ makes its square root positive.

The constant $g$ in the last limit has a simple mean-field reading. A particle outside the condensate feels the interaction energy $2g$, from the direct and exchange terms, and removing it from the condensate saves the chemical potential $g$. The difference is the shift $g$.

For a uniform gas with contact interaction, the two limits provide reference values for numerical Bogoliubov–de Gennes spectra. In a finite periodic box the allowed wave numbers are discrete, so the limit $k\downarrow0$ is approached only as the box grows.

## Landau's critical velocity

The strict inequality $E(k)/k>c$ follows from the closed form of the phase velocity.

```lean
/-- For `m > 0` and `g ≥ 0` every excitation with `k > 0` has a phase velocity strictly above the
speed of sound. -/
theorem soundSpeed_lt_phase_velocity (hm : 0 < m) (hg : 0 ≤ g) (hk : 0 < k) :
    soundSpeed m g < dispersion m g k / k := by
  have hc : 0 ≤ soundSpeed m g := Real.sqrt_nonneg _
  have hpos : 0 < (k / (2 * m)) ^ 2 := by positivity
  rw [phase_velocity hm hg hk]
  exact (Real.lt_sqrt hc).mpr (by linarith)
```

After rewriting with `phase_velocity`, the claim is $c<\sqrt{c^2+(k/2m)^2}$. The lemma `Real.lt_sqrt` turns it into a comparison of squares, which holds because $(k/2m)^2>0$.

In the final theorem, `Set.Ioi 0` is the set of all $k>0$, and its image under $k\mapsto E(k)/k$ is the set of all phase velocities. `IsGLB` says that `soundSpeed m g` is the greatest lower bound of this set.

```lean
/-- For `m > 0` and `g ≥ 0` Landau's critical velocity, the greatest lower bound of `E(k) / k`
over all `k > 0`, equals the speed of sound. -/
theorem landau_critical_velocity (hm : 0 < m) (hg : 0 ≤ g) :
    IsGLB ((fun k => dispersion m g k / k) '' Set.Ioi 0) (soundSpeed m g) := by
  constructor
  · rintro _ ⟨k, hk, rfl⟩
    exact (soundSpeed_lt_phase_velocity hm hg hk).le
  · intro b hb
    -- a lower bound of all phase velocities also bounds their long-wavelength limit
    refine ge_of_tendsto (phonon_limit hm hg) ?_
    filter_upwards [self_mem_nhdsWithin] with k hk
    exact hb ⟨k, hk, rfl⟩

end

end BogoliubovDispersion
```

The two branches of the proof are the two halves of that definition. The first shows that $c$ is a lower bound, by the strict inequality. The second takes an arbitrary lower bound $b$ and passes to the limit $k\downarrow0$ in $b\le E(k)/k$, which gives $b\le c$.

The theorem identifies a number computed from the spectrum. Landau's argument that a flow below this speed cannot create Bogoliubov excitations is a separate physical step, based on energy and momentum conservation. It does not exclude dissipation by other routes: a large obstacle can shed vortices at lower speeds. For $g=0$ the theorem gives critical velocity zero: by this criterion the ideal Bose gas offers no protection against dissipation at any non-zero speed.

```lean
#print axioms BogoliubovDispersion.bogoliubov_limits
#print axioms BogoliubovDispersion.landau_critical_velocity
```

```
'BogoliubovDispersion.bogoliubov_limits' depends on axioms: [propext, Classical.choice, Quot.sound]
'BogoliubovDispersion.landau_critical_velocity' depends on axioms: [propext, Classical.choice, Quot.sound]
```
